# Below the melting point, a constant heat-capacity difference c > 0 makes the linear driving force too large by between c(Tm − T)²/(2Tm) and c(Tm − T)²/(2T)

A melt is cooled to a temperature T below its melting point Tm and begins to crystallise. Rates of nucleation and growth depend on the driving force g, the Gibbs energy of the liquid minus that of the crystal. If only Tm and the melting enthalpy L are known, a common estimate is L(1 − T/Tm), which treats the enthalpy and entropy of melting as independent of temperature. How large is its error when the liquid has the larger heat capacity, by a constant amount c?

The model is a one-component substance at fixed pressure, with L and c referred to the same amount of material. The constancy of c is assumed; it stands for a heat-capacity difference that varies little between T and Tm.

## Enthalpy, entropy and driving force

```lean
import Mathlib

open Filter Topology

namespace CrystallisationDrivingForce

noncomputable section

/-- Enthalpy of the liquid minus that of the crystal at temperature `T`, for melting enthalpy `L`
at `Tm` and constant heat-capacity difference `c`. -/
def enthalpyDiff (L c Tm T : ℝ) : ℝ := L - c * (Tm - T)
```

A `def` introduces a function. This one takes four real numbers and returns the enthalpy difference

ΔH(T) = L − c(Tm − T).

The type `ℝ` carries no units, so consistent units are left to the reader.

```lean
/-- Entropy of the liquid minus that of the crystal at temperature `T`, for positive `T` and `Tm`. -/
def entropyDiff (L c Tm T : ℝ) : ℝ := L / Tm - c * Real.log (Tm / T)
```

Integrating c/T from T up to Tm and subtracting the result from the entropy of melting L/Tm gives

ΔS(T) = L/Tm − c ln(Tm/T).

```lean
/-- Crystallisation driving force: the Gibbs energy of the liquid minus that of the crystal,
for positive `T` and `Tm`. -/
def drivingForce (L c Tm T : ℝ) : ℝ := enthalpyDiff L c Tm T - T * entropyDiff L c Tm T
```

The driving force is g(T) = ΔH(T) − T ΔS(T). With this sign, g > 0 means that the crystal has the lower Gibbs energy.

```lean
/-- The linear estimate `L (1 - T / Tm)` of the driving force, for positive `Tm`. -/
def linearEstimate (L Tm T : ℝ) : ℝ := L * (1 - T / Tm)
```

This is the estimate under examination. It coincides with g when c = 0.

```lean
/-- The Kauzmann temperature `Tm exp(-L / (c Tm))`, for positive `c` and `Tm`. -/
def kauzmannTemp (L c Tm : ℝ) : ℝ := Tm * Real.exp (-(L / (c * Tm)))
```

The Kauzmann temperature, written TK below, is where the model's liquid and crystal have equal entropy. Here it is defined by a formula; its property is proved at the end.

```lean
/-- At positive temperatures the enthalpy difference has slope `c` and the entropy difference
has slope `c / T`. -/
theorem heat_capacity_relations (L c : ℝ) {Tm T : ℝ} (hTm : 0 < Tm) (hT : 0 < T) :
    HasDerivAt (enthalpyDiff L c Tm) c T ∧ HasDerivAt (entropyDiff L c Tm) (c / T) T := by
  constructor
  · have h := ((((hasDerivAt_id' T).const_sub Tm).const_mul c).const_sub L)
    exact h.congr_deriv (by ring)
  · have hlog : HasDerivAt (fun t : ℝ => Real.log (Tm / t)) (-T⁻¹) T := by
      have h := ((hasDerivAt_const T Tm).fun_div (hasDerivAt_id' T) hT.ne').log
        (div_pos hTm hT).ne'
      refine h.congr_deriv ?_
      simp only [zero_mul, zero_sub, mul_one]
      field_simp
    exact ((hlog.const_mul c).const_sub (L / Tm)).congr_deriv (by ring)
```

The names `hTm` and `hT` label the hypotheses Tm > 0 and T > 0. `HasDerivAt f a T` says that f is differentiable at T with derivative a. Since `enthalpyDiff L c Tm` has received only three of its four arguments, it is a function of temperature. The theorem therefore reads

dΔH/dT = c,  dΔS/dT = c/T,

which are the relations that a heat-capacity difference c must satisfy. By hand, the second follows because ln(Tm/T) has slope −1/T. The proof assembles the derivatives from Mathlib's rules, and `congr_deriv` replaces the resulting expression by the simpler one.

```lean
/-- At positive temperatures the slope of the driving force is minus the entropy difference. -/
theorem hasDerivAt_drivingForce (L c : ℝ) {Tm T : ℝ} (hTm : 0 < Tm) (hT : 0 < T) :
    HasDerivAt (drivingForce L c Tm) (-entropyDiff L c Tm T) T := by
  obtain ⟨hH, hS⟩ := heat_capacity_relations L c hTm hT
  have h := hH.fun_sub ((hasDerivAt_id' T).fun_mul hS)
  have hc : T * (c / T) = c := mul_div_cancel₀ c hT.ne'
  exact h.congr_deriv (by linear_combination -hc)
```

The product rule gives

dg/dT = c − ΔS − T · (c/T) = −ΔS,

the usual relation between Gibbs energy and entropy. The proof takes the two slopes from the previous theorem and cancels T in the same way.

```lean
/-- At a positive melting point the enthalpy difference is `L` and the driving force vanishes. -/
theorem at_melting_point (L c : ℝ) {Tm : ℝ} (hTm : 0 < Tm) :
    enthalpyDiff L c Tm Tm = L ∧ drivingForce L c Tm Tm = 0 := by
  have h : Tm * (L / Tm) = L := mul_div_cancel₀ L hTm.ne'
  constructor
  · simp [enthalpyDiff]
  · simp only [drivingForce, enthalpyDiff, entropyDiff, div_self hTm.ne', Real.log_one]
    linear_combination -h
```

At T = Tm the logarithm is ln 1 = 0, so ΔH = L and g = L − Tm · (L/Tm) = 0. The two phases are in equilibrium there, as they should be.

## The error as a single expression

```lean
/-- The error of the linear estimate is `c (Tm - T - T ln(Tm / T))`. -/
theorem linear_sub_drivingForce (L c Tm T : ℝ) :
    linearEstimate L Tm T - drivingForce L c Tm T
      = c * (Tm - T - T * Real.log (Tm / T)) := by
  simp only [linearEstimate, drivingForce, enthalpyDiff, entropyDiff]
  ring
```

Expanding the definition of g gives

g = L − c(Tm − T) − TL/Tm + cT ln(Tm/T),

and subtracting this from L − LT/Tm leaves

L(1 − T/Tm) − g = c(Tm − T − T ln(Tm/T)).

The melting enthalpy has cancelled, so the error depends only on c and the two temperatures. `simp only` unfolds the definitions and `ring` does the algebra.

## Bounding the logarithm with the mean value theorem

```lean
/-- A function that is differentiable at every `y ≥ 1`, vanishes at `1` and has positive slope
beyond `1` is positive beyond `1`. -/
lemma pos_of_slope_pos {f f' : ℝ → ℝ} (h0 : f 1 = 0)
    (hf : ∀ y, 1 ≤ y → HasDerivAt f (f' y) y) (hpos : ∀ y, 1 < y → 0 < f' y)
    {x : ℝ} (hx : 1 < x) : 0 < f x := by
  obtain ⟨y, hy, hslope⟩ := exists_hasDerivAt_eq_slope f f' hx
    (fun y hy => (hf y hy.1).continuousAt.continuousWithinAt) (fun y hy => hf y hy.1.le)
  have hx1 : 0 < x - 1 := sub_pos.2 hx
  rw [eq_div_iff hx1.ne', h0, sub_zero] at hslope
  rw [← hslope]
  exact mul_pos (hpos y hy.1) hx1
```

Let f be differentiable at every y ≥ 1, with f(1) = 0 and with positive slope f′(y) for every y > 1. For x > 1, the mean value theorem supplies a y strictly between 1 and x with

f(x) = f(x) − f(1) = f′(y)(x − 1) > 0.

Mathlib's form of that theorem is `exists_hasDerivAt_eq_slope`. Lean does not work out the derivative here: the user supplies a second function `f'` and proves, through `HasDerivAt`, that it gives the slope of `f`. The theorem then returns a point, and `obtain` unpacks it into the number `y`, the statement `hy` that it lies in the open interval, and the equation `hslope`. The open interval matters, because both slopes needed next vanish at 1. Positivity is required only for `1 < y`, while differentiability is also required at 1, where it provides continuity at the endpoint.

```lean
/-- For `x > 1` the logarithm lies strictly between `(x - 1) - (x - 1)² / 2` and
`(x - 1 / x) / 2`. -/
theorem log_bounds {x : ℝ} (hx : 1 < x) :
    (x - 1) - (x - 1) * (x - 1) / 2 < Real.log x ∧ Real.log x < (x - x⁻¹) / 2 := by
  constructor
  · have h : 0 < Real.log x - (x - 1) + (x - 1) * (x - 1) / 2 := by
      refine pos_of_slope_pos (f := fun y => Real.log y - (y - 1) + (y - 1) * (y - 1) / 2)
        (f' := fun y => y⁻¹ - 1 + (y - 1)) (by simp) (fun y hy => ?_) (fun y hy => ?_) hx
      · have hy0 : y ≠ 0 := by linarith
        have hd := (hasDerivAt_id' y).sub_const 1
        exact (((Real.hasDerivAt_log hy0).fun_sub hd).fun_add
          ((hd.fun_mul hd).div_const 2)).congr_deriv (by ring)
      · -- the slope is the positive quantity (y - 1)² / y
        have hy0 : 0 < y := by linarith
        have hi : y⁻¹ * y = 1 := inv_mul_cancel₀ hy0.ne'
        have e : y⁻¹ - 1 + (y - 1) = y⁻¹ * (y - 1) ^ 2 := by
          linear_combination (2 - y) * hi
        change 0 < y⁻¹ - 1 + (y - 1)
        rw [e]
        exact mul_pos (inv_pos.2 hy0) (pow_pos (sub_pos.2 hy) 2)
    linarith
  · have h : 0 < (x - x⁻¹) / 2 - Real.log x := by
      refine pos_of_slope_pos (f := fun y => (y - y⁻¹) / 2 - Real.log y)
        (f' := fun y => (1 - y⁻¹) ^ 2 / 2) (by simp) (fun y hy => ?_) (fun y hy => ?_) hx
      · have hy0 : y ≠ 0 := by linarith
        exact ((((hasDerivAt_id' y).fun_sub (hasDerivAt_inv hy0)).div_const 2).fun_sub
          (Real.hasDerivAt_log hy0)).congr_deriv (by ring)
      · have hi : y⁻¹ < 1 := inv_lt_one_of_one_lt₀ hy
        exact div_pos (pow_pos (sub_pos.2 hi) 2) two_pos
    linarith
```

For x > 1 the claim is

(x − 1) − (x − 1)²/2 < ln x < (x − 1/x)/2.

For the left inequality, take f(y) = ln y − (y − 1) + (y − 1)²/2. Then f(1) = 0 and

f′(y) = 1/y − 1 + (y − 1) = (y − 1)²/y,

which is positive for y > 1. For the right inequality, take f(y) = (y − 1/y)/2 − ln y. Again f(1) = 0, and

f′(y) = (1 + 1/y²)/2 − 1/y = (1 − 1/y)²/2,

which is also positive for y > 1. In each half, `refine pos_of_slope_pos` names f and f′ and leaves two tasks, the derivative and its sign. The closing `linarith` rearranges f(x) > 0 into the stated inequality.

## Bounds on the error of the linear estimate

```lean
/-- For `0 < T < Tm`, the error per unit heat-capacity difference lies strictly between
`(Tm - T)² / (2 Tm)` and `(Tm - T)² / (2 T)`. -/
theorem unit_error_bounds {Tm T : ℝ} (hT : 0 < T) (hlt : T < Tm) :
    (Tm - T) ^ 2 / (2 * Tm) < Tm - T - T * Real.log (Tm / T) ∧
      Tm - T - T * Real.log (Tm / T) < (Tm - T) ^ 2 / (2 * T) := by
  have hTm : 0 < Tm := hT.trans hlt
  obtain ⟨hlo, hup⟩ := log_bounds ((one_lt_div hT).2 hlt)
  -- multiply both logarithm bounds by T
  have h1 := mul_lt_mul_of_pos_left hlo hT
  have h2 := mul_lt_mul_of_pos_left hup hT
  have e1 : T * ((Tm / T - 1) - (Tm / T - 1) * (Tm / T - 1) / 2)
      = (Tm - T) - (Tm - T) ^ 2 / (2 * T) := by
    field_simp
  have e2 : T * ((Tm / T - (Tm / T)⁻¹) / 2) = (Tm - T) - (Tm - T) ^ 2 / (2 * Tm) := by
    field_simp
    ring
  rw [e1] at h1
  rw [e2] at h2
  constructor <;> linarith
```

Put x = Tm/T, which exceeds 1, and multiply the logarithm bounds by T. The two outer terms become

T[(x − 1) − (x − 1)²/2] = (Tm − T) − (Tm − T)²/(2T),

T(x − 1/x)/2 = (Tm² − T²)/(2Tm) = (Tm − T) − (Tm − T)²/(2Tm).

These are `e1` and `e2` in the proof. Subtracting T ln(Tm/T) from Tm − T reverses the order, so the lower bound on the logarithm gives the upper bound on the error, and vice versa:

(Tm − T)²/(2Tm) < Tm − T − T ln(Tm/T) < (Tm − T)²/(2T).

```lean
/-- For `0 < T < Tm` and `c > 0`, the linear estimate exceeds the driving force by more than
`c (Tm - T)² / (2 Tm)` and by less than `c (Tm - T)² / (2 T)`. -/
theorem linear_estimate_error {L c Tm T : ℝ} (hc : 0 < c) (hT : 0 < T) (hlt : T < Tm) :
    c * (Tm - T) ^ 2 / (2 * Tm) < linearEstimate L Tm T - drivingForce L c Tm T ∧
      linearEstimate L Tm T - drivingForce L c Tm T < c * (Tm - T) ^ 2 / (2 * T) := by
  obtain ⟨h1, h2⟩ := unit_error_bounds hT hlt
  rw [linear_sub_drivingForce, mul_div_assoc, mul_div_assoc]
  exact ⟨mul_lt_mul_of_pos_left h1 hc, mul_lt_mul_of_pos_left h2 hc⟩
```

Multiplying by c > 0 and inserting the expression for the error gives the main result:

c(Tm − T)²/(2Tm) < L(1 − T/Tm) − g < c(Tm − T)²/(2T).

The hypotheses are c > 0, T > 0 and T < Tm. There is none on L, whose sign plays no role.

At T = 0.8 Tm, for example, the linear estimate is too large by between 0.020 c Tm and 0.025 c Tm. For simulations of crystal nucleation in a one-component melt with constant c, this bounds the error that the linear estimate brings into the driving force.

The condition on c cannot be relaxed to c ≥ 0. With Tm = 2, T = 1 and c = 0, the error and both bounds are zero, and the strict inequalities fail.

## Small undercooling and the Kauzmann temperature

```lean
/-- As `T` approaches a positive `Tm` from below, the error of the linear estimate divided by
the squared undercooling tends to `c / (2 Tm)`. -/
theorem error_leading_coefficient (L c : ℝ) {Tm : ℝ} (hTm : 0 < Tm) :
    Tendsto (fun T => (linearEstimate L Tm T - drivingForce L c Tm T) / (Tm - T) ^ 2)
      (𝓝[<] Tm) (𝓝 (c / (2 * Tm))) := by
  have hcont : ContinuousAt (fun T : ℝ => 1 / (2 * T)) Tm :=
    ContinuousAt.div continuousAt_const (by fun_prop) (mul_ne_zero two_ne_zero hTm.ne')
  -- squeeze between the two bounds
  have key : Tendsto (fun T => (Tm - T - T * Real.log (Tm / T)) / (Tm - T) ^ 2)
      (𝓝[<] Tm) (𝓝 (1 / (2 * Tm))) := by
    refine tendsto_of_tendsto_of_tendsto_of_le_of_le' tendsto_const_nhds
      (hcont.tendsto.mono_left nhdsWithin_le_nhds) ?_ ?_
    · filter_upwards [Ioo_mem_nhdsLT hTm] with T hT
      rw [le_div_iff₀ (pow_pos (sub_pos.2 hT.2) 2), div_mul_eq_mul_div, one_mul]
      exact (unit_error_bounds hT.1 hT.2).1.le
    · filter_upwards [Ioo_mem_nhdsLT hTm] with T hT
      rw [div_le_iff₀ (pow_pos (sub_pos.2 hT.2) 2), div_mul_eq_mul_div, one_mul]
      exact (unit_error_bounds hT.1 hT.2).2.le
  rw [show c / (2 * Tm) = c * (1 / (2 * Tm)) by ring]
  refine (key.const_mul c).congr fun T => ?_
  rw [linear_sub_drivingForce, mul_div_assoc]
```

`Tendsto` expresses a limit, and `𝓝[<] Tm` means that T approaches Tm from below. The statement is

[L(1 − T/Tm) − g]/(Tm − T)² → c/(2Tm).

The lower bound thus has the exact leading coefficient for small undercooling. By hand, divide the bounds for unit c by (Tm − T)². The quotient lies between 1/(2Tm) and 1/(2T), and both tend to 1/(2Tm). The proof is the same squeeze: `filter_upwards` restricts attention to 0 < T < Tm, where the bounds hold. Multiplication by c comes last, so c may be any real number here.

```lean
/-- For positive `c` and `Tm`, the entropy difference vanishes at the Kauzmann temperature, and
the driving force there is at least its value at any positive temperature `T`. -/
theorem drivingForce_le_kauzmann (L : ℝ) {c Tm T : ℝ} (hc : 0 < c) (hTm : 0 < Tm) (hT : 0 < T) :
    entropyDiff L c Tm (kauzmannTemp L c Tm) = 0 ∧
      drivingForce L c Tm T ≤ drivingForce L c Tm (kauzmannTemp L c Tm) := by
  have hK : 0 < kauzmannTemp L c Tm := mul_pos hTm (Real.exp_pos _)
  have hlogK : Real.log (kauzmannTemp L c Tm) = Real.log Tm - L / (c * Tm) := by
    rw [kauzmannTemp, Real.log_mul hTm.ne' (Real.exp_pos _).ne', Real.log_exp]
    ring
  have hcL : c * (L / (c * Tm)) = L / Tm := by field_simp
  have hS : entropyDiff L c Tm (kauzmannTemp L c Tm) = 0 := by
    rw [entropyDiff, Real.log_div hTm.ne' hK.ne', hlogK]
    linear_combination -hcL
  refine ⟨hS, ?_⟩
  have hST : entropyDiff L c Tm T
      = c * (Real.log T - Real.log (kauzmannTemp L c Tm)) := by
    rw [entropyDiff, Real.log_div hTm.ne' hT.ne', hlogK]
    linear_combination -hcL
  -- ln y ≤ y - 1 at y = (Kauzmann temperature) / T
  have hl := mul_le_mul_of_nonneg_left
    (Real.log_le_sub_one_of_pos (div_pos hK hT)) hT.le
  rw [Real.log_div hK.ne' hT.ne', mul_sub T (_ / T) 1, mul_div_cancel₀ _ hT.ne', mul_one] at hl
  have hfin := mul_nonneg hc.le (sub_nonneg.2 hl)
  rw [drivingForce, drivingForce, hS, hST, enthalpyDiff, enthalpyDiff]
  linarith

end

end CrystallisationDrivingForce
```

From the definition, ln TK = ln Tm − L/(c Tm), and therefore

ΔS(T) = c(ln T − ln TK).

This vanishes at T = TK, which is the first part of the theorem. For the second, g(TK) = ΔH(TK), so

g(TK) − g(T) = c[TK − T − T ln(TK/T)].

The inequality ln y ≤ y − 1 at y = TK/T, multiplied by T, shows that the bracket is not negative. Hence g(T) ≤ g(TK) for every T > 0. In the proof, `hS` and `hST` are the two entropy statements, `hl` is the logarithm inequality after multiplication by T, and `linarith` combines them.

The theorem assumes that c stays constant down to TK. A real melt may turn into a glass before it reaches TK, and the formula for ΔS then no longer describes it.

```lean
#print axioms CrystallisationDrivingForce.at_melting_point
#print axioms CrystallisationDrivingForce.linear_estimate_error
#print axioms CrystallisationDrivingForce.error_leading_coefficient
#print axioms CrystallisationDrivingForce.drivingForce_le_kauzmann
```

```
'CrystallisationDrivingForce.at_melting_point' depends on axioms: [propext, Classical.choice, Quot.sound]
'CrystallisationDrivingForce.linear_estimate_error' depends on axioms: [propext, Classical.choice, Quot.sound]
'CrystallisationDrivingForce.error_leading_coefficient' depends on axioms: [propext, Classical.choice, Quot.sound]
'CrystallisationDrivingForce.drivingForce_le_kauzmann' depends on axioms: [propext, Classical.choice, Quot.sound]
```
